# The BW state lies below the ABM and polar states in weak-coupling Ginzburg–Landau theory

Just below its transition, a superfluid with p-wave triplet pairing can open its gap in several angular patterns, and the quadratic term of the Ginzburg–Landau free energy does not tell them apart: for the same mean squared gap, they all gain the same energy. Ranking them by their largest gap gives the wrong order. That would put the polar state first, since its squared gap at the poles is three times the mean, yet it comes out highest of the three states compared here. The quartic term, averaged over the Fermi surface, settles the order.

Let $\theta$ be the polar angle on the Fermi sphere and $c=\cos\theta$. Write the squared gap as $x\,w(c)$, where $x\ge 0$ is a squared amplitude, called the amplitude for short, and $w$ is a profile. The average of an axisymmetric function $f$ over the sphere is

$$\langle f\rangle=\frac12\int_{-1}^{1}f(c)\,dc .$$

Profiles are normalised by $\langle w\rangle=1$, so $x$ is the mean squared gap. With $k=\langle w^2\rangle$, the free energy relative to the normal state is

$$F(x)=-ax+\frac b2\,k\,x^2 .$$

The coefficient $a$ measures the distance below the transition temperature and vanishes at the transition. The coefficient $b>0$ is the quartic stiffness that keeps the gap finite. The three profiles are $w=1$ for the Balian–Werthamer (BW) state, $w=\tfrac32(1-c^2)$ for the Anderson–Brinkman–Morel (ABM) state, and $w=3c^2$ for the polar state.

For $a,b>0$ the least values of $F$ are

$$-\frac{a^2}{2b}\ \text{(BW)},\qquad -\frac{5a^2}{12b}\ \text{(ABM)},\qquad -\frac{5a^2}{18b}\ \text{(polar)},$$

in increasing order. The BW minimum also lies strictly below the free energy of every other continuous axisymmetric profile with mean one and the same $a$ and $b$.

## From the angular averages to the energies

Suppose $k>0$. Expanding the square on the right confirms that

$$F(x)=-\frac{a^2}{2bk}+\frac{bk}{2}\left(x-\frac{a}{bk}\right)^2 .$$

The second term is never negative, and it vanishes at $x=a/(bk)$, which is an allowed amplitude because $a\ge0$. The minimum is therefore $-a^2/(2bk)$, and when $a>0$ a smaller $k$ gives a lower energy.

The averages needed are $\langle c^2\rangle=\tfrac13$ and $\langle c^4\rangle=\tfrac15$. The BW profile has mean one and $k=1$. For ABM, the mean is $\tfrac32(1-\tfrac13)=1$, and

$$k=\frac94\left(1-\frac23+\frac15\right)=\frac94\cdot\frac{8}{15}=\frac65 .$$

For the polar state the mean is $3\cdot\tfrac13=1$ and $k=9\cdot\tfrac15=\tfrac95$. Inserting $k=1,\tfrac65,\tfrac95$ into $-a^2/(2bk)$ gives the three minima. ABM lies above BW by $a^2/(12b)$, and polar lies above ABM by $5a^2/(36b)$.

For a general normalised profile, expand the variance:

$$\langle (w-1)^2\rangle=\langle w^2\rangle-2\langle w\rangle+1=k-1 .$$

Hence $k\ge1$. If $w$ is continuous and $w(c_0)\ne1$ for some $c_0\in[-1,1]$, then $(w-1)^2$ is positive on a small interval next to $c_0$ inside $[-1,1]$. Its average is then positive, so $k>1$, and for $a>0$ and every $x$

$$F(x)\ge-\frac{a^2}{2bk}>-\frac{a^2}{2b}.$$

Spreading the gap evenly thus minimises the quartic cost at fixed mean squared gap.

**At the transition.** When $a=0$, the best amplitude is $x=0$ and the minimum is $0$ for every profile with $k>0$. The three states then tie. The strict ordering needs $a>0$, and the energy differences close as $a^2$ when the transition is approached from below.

## Profiles and free energy as real functions

The formal development uses real numbers and Mathlib's interval integral.

In Lean 4 with Mathlib:

```lean
import Mathlib

open Set

namespace TripletPairingStates

noncomputable section
```

The average over the sphere becomes half an integral over $c$. The azimuthal integral has already been carried out, which is where axial symmetry enters.

```lean
/-- The average over the Fermi sphere of an axisymmetric function of `c = cos θ`. -/
def angAvg (f : ℝ → ℝ) : ℝ := (∫ c in (-1 : ℝ)..1, f c) / 2
```

The number $k$ is called `anisotropy w`. It equals one, not zero, for an isotropic normalised profile.

```lean
/-- The angular average of the square of the gap profile `w`. -/
def anisotropy (w : ℝ → ℝ) : ℝ := angAvg (fun c => w c ^ 2)
```

In `freeEnergy a b w x`, the arguments are the two coefficients, the profile and the squared amplitude, in that order. The definition does not itself impose $x\ge0$ or $\langle w\rangle=1$; the theorems add these conditions where they are needed.

```lean
/-- The model Ginzburg-Landau free energy of a state whose squared gap is `x * w (cos θ)`, for a
profile `w` with angular average one. -/
def freeEnergy (a b : ℝ) (w : ℝ → ℝ) (x : ℝ) : ℝ :=
  -a * x + b / 2 * anisotropy w * x ^ 2
```

The three states enter only through their squared-gap profiles, as functions of $c$ defined on the whole real line. Only their values on $[-1,1]$ affect the averages.

```lean
/-- The isotropic squared-gap profile of the Balian-Werthamer (BW) state. -/
def bw : ℝ → ℝ := fun _ => 1

/-- The squared-gap profile of the Anderson-Brinkman-Morel (ABM) state,
`(3/2) sin² θ` in terms of `c = cos θ`. -/
def abm : ℝ → ℝ := fun c => 3 / 2 * (1 - c ^ 2)

/-- The squared-gap profile of the polar state, `3 cos² θ`. -/
def polar : ℝ → ℝ := fun c => 3 * c ^ 2
```

This fixes the physical scope. The form of the quartic term is the weak-coupling one for unitary triplet states, and it is assumed here, not derived from a microscopic Hamiltonian. Strong-coupling corrections, which can favour ABM, are absent, as are non-unitary states, profiles that depend on the azimuth, and spatial variation. The spin structure of the pairs is not represented either. Within this mean-field model with one amplitude, the result selects a state whose gap has no nodes, and the energy ratios $5/6$ and $5/9$ relative to BW can serve as a check on a numerical minimisation of the same functional over the amplitude, with the profile held fixed.

## Integrating the three profiles

All the averages by hand involve $1$, $c^2$ and $c^4$, so one lemma handles them together: the average of $p+qc^2+rc^4$ is $p+q/3+r/5$. The proof records that each term is integrable, splits the integral by linearity, and applies `integral_pow` to the two powers.

```lean
/-- The angular average of an even quartic polynomial in `cos θ`. -/
theorem angAvg_quartic (p q r : ℝ) :
    angAvg (fun c => p + q * c ^ 2 + r * c ^ 4) = p + q / 3 + r / 5 := by
  have h0 : IntervalIntegrable (fun _ : ℝ => p) MeasureTheory.volume (-1) 1 :=
    Continuous.intervalIntegrable (by fun_prop) _ _
  have h2 : IntervalIntegrable (fun c : ℝ => q * c ^ 2) MeasureTheory.volume (-1) 1 :=
    Continuous.intervalIntegrable (by fun_prop) _ _
  have h4 : IntervalIntegrable (fun c : ℝ => r * c ^ 4) MeasureTheory.volume (-1) 1 :=
    Continuous.intervalIntegrable (by fun_prop) _ _
  simp only [angAvg]
  rw [intervalIntegral.integral_add (h0.add h2) h4, intervalIntegral.integral_add h0 h2,
    intervalIntegral.integral_const, intervalIntegral.integral_const_mul,
    intervalIntegral.integral_const_mul, integral_pow, integral_pow]
  norm_num
  ring
```

Each profile is then written as an even quartic polynomial, with zero coefficients where necessary, and the lemma gives mean one in all three cases.

```lean
/-- The BW, ABM and polar profiles all have angular average one. -/
theorem profiles_normalized : angAvg bw = 1 ∧ angAvg abm = 1 ∧ angAvg polar = 1 := by
  have e1 : bw = fun c => 1 + 0 * c ^ 2 + 0 * c ^ 4 := by
    funext c; unfold bw; ring
  have e2 : abm = fun c => 3 / 2 + (-3 / 2) * c ^ 2 + 0 * c ^ 4 := by
    funext c; unfold abm; ring
  have e3 : polar = fun c => 0 + 3 * c ^ 2 + 0 * c ^ 4 := by
    funext c; unfold polar; ring
  rw [e1, e2, e3, angAvg_quartic, angAvg_quartic, angAvg_quartic]
  norm_num
```

The squared profiles are treated in the same way. For ABM, the equation `e2` is the expansion $\tfrac94-\tfrac92c^2+\tfrac94c^4$, whose average is $\tfrac65$.

```lean
/-- The mean squares of the BW, ABM and polar profiles are `1`, `6/5` and `9/5`. -/
theorem anisotropy_values :
    anisotropy bw = 1 ∧ anisotropy abm = 6 / 5 ∧ anisotropy polar = 9 / 5 := by
  have e1 : (fun c => bw c ^ 2) = fun c => 1 + 0 * c ^ 2 + 0 * c ^ 4 := by
    funext c; unfold bw; ring
  have e2 : (fun c => abm c ^ 2) = fun c => 9 / 4 + (-9 / 2) * c ^ 2 + 9 / 4 * c ^ 4 := by
    funext c; unfold abm; ring
  have e3 : (fun c => polar c ^ 2) = fun c => 0 + 0 * c ^ 2 + 9 * c ^ 4 := by
    funext c; unfold polar; ring
  unfold anisotropy
  rw [e1, e2, e3, angAvg_quartic, angAvg_quartic, angAvg_quartic]
  norm_num
```

## Uneven gaps have a larger mean square

The next theorem is the identity $k=1+\langle(w-1)^2\rangle$ for a continuous profile with mean one. Continuity ensures that the integrals can be split. The intermediate equation `h` is the expanded square before division by two, so its constant term is $2$, the length of the interval. The normalisation `hn` then fixes the integral of $w$, and `linarith` collects the terms.

```lean
/-- For a continuous normalised profile the mean square is one plus the angular variance. -/
theorem anisotropy_eq_one_add_variance {w : ℝ → ℝ} (hw : Continuous w)
    (hn : angAvg w = 1) : anisotropy w = 1 + angAvg (fun c => (w c - 1) ^ 2) := by
  have h2 : IntervalIntegrable (fun c => w c ^ 2) MeasureTheory.volume (-1) 1 :=
    Continuous.intervalIntegrable (by fun_prop) _ _
  have h1 : IntervalIntegrable (fun c => 2 * w c) MeasureTheory.volume (-1) 1 :=
    Continuous.intervalIntegrable (by fun_prop) _ _
  have h0 : IntervalIntegrable (fun _ : ℝ => (1 : ℝ)) MeasureTheory.volume (-1) 1 :=
    Continuous.intervalIntegrable (by fun_prop) _ _
  -- expand the square under the integral
  have h : (∫ c in (-1 : ℝ)..1, (w c - 1) ^ 2)
      = (∫ c in (-1 : ℝ)..1, w c ^ 2) - 2 * (∫ c in (-1 : ℝ)..1, w c) + 2 := by
    have e : (fun c => (w c - 1) ^ 2) = fun c => w c ^ 2 - 2 * w c + 1 := by
      funext c; ring
    rw [e, intervalIntegral.integral_add (h2.sub h1) h0, intervalIntegral.integral_sub h2 h1,
      intervalIntegral.integral_const_mul, intervalIntegral.integral_const]
    norm_num
  simp only [anisotropy, angAvg] at hn ⊢
  rw [h]
  linarith
```

The strict inequality takes one further hypothesis, `hne`: somewhere in the closed interval $[-1,1]$, the profile differs from one. At that point the squared deviation is positive, and `intervalIntegral.integral_pos` turns a continuous, non-negative function with one positive value into a positive integral. This is the neighbourhood argument from the derivation, and it covers the endpoints, which are the poles of the sphere.

```lean
/-- A continuous normalised profile that differs from one in some direction has mean square
greater than one. -/
theorem one_lt_anisotropy {w : ℝ → ℝ} (hw : Continuous w) (hn : angAvg w = 1)
    (hne : ∃ c ∈ Icc (-1 : ℝ) 1, w c ≠ 1) : 1 < anisotropy w := by
  obtain ⟨c, hc, h⟩ := hne
  have hd : w c - 1 ≠ 0 := sub_ne_zero.mpr h
  have hpos : 0 < (w c - 1) ^ 2 := by positivity
  have hcont : Continuous (fun c => (w c - 1) ^ 2) := by fun_prop
  have hint : 0 < ∫ c in (-1 : ℝ)..1, (w c - 1) ^ 2 :=
    intervalIntegral.integral_pos (by norm_num) hcont.continuousOn
      (fun c _ => sq_nonneg (w c - 1)) ⟨c, hc, hpos⟩
  rw [anisotropy_eq_one_add_variance hw hn]
  simp only [angAvg]
  linarith
```

## Minimising over the amplitude

The completed square is an algebraic identity for every real $x$, provided that $b$ and $k$ are non-zero. After the definition is unfolded, `field_simp` clears the denominators and `ring` compares the two sides.

```lean
/-- The free energy as a completed square around the amplitude `a / (b k)`, where `k` is the
mean square of the profile. -/
theorem freeEnergy_eq_square {a b : ℝ} {w : ℝ → ℝ} (hb : b ≠ 0) (hk : anisotropy w ≠ 0)
    (x : ℝ) : freeEnergy a b w x = -(a ^ 2 / (2 * b * anisotropy w))
      + b * anisotropy w / 2 * (x - a / (b * anisotropy w)) ^ 2 := by
  unfold freeEnergy
  field_simp
  ring
```

The minimum is expressed with `IsLeast`. The set `freeEnergy a b w '' Ici 0` contains all values of $F$ on $[0,\infty)$; the theorem says that $-a^2/(2bk)$ belongs to this set and that no element is smaller. The first part of the proof supplies the amplitude $a/(bk)$, and the second discards the non-negative square. The hypothesis is `0 ≤ a`, so the transition point is included. Neither continuity nor normalisation of $w$ is required, only $k>0$.

```lean
/-- For `a ≥ 0`, `b > 0` and `k > 0`, the least free energy over all squared amplitudes `x ≥ 0` is
`-a² / (2 b k)`, where `k` is the mean square of the profile. -/
theorem isLeast_freeEnergy {a b : ℝ} {w : ℝ → ℝ} (ha : 0 ≤ a) (hb : 0 < b)
    (hk : 0 < anisotropy w) :
    IsLeast (freeEnergy a b w '' Ici 0) (-(a ^ 2 / (2 * b * anisotropy w))) := by
  constructor
  · refine ⟨a / (b * anisotropy w), div_nonneg ha (mul_pos hb hk).le, ?_⟩
    rw [freeEnergy_eq_square hb.ne' hk.ne']
    ring
  · rintro _ ⟨x, _, rfl⟩
    rw [freeEnergy_eq_square hb.ne' hk.ne']
    have : 0 ≤ b * anisotropy w / 2 * (x - a / (b * anisotropy w)) ^ 2 := by positivity
    linarith
```

## The order of the three states

The main comparison has five parts: three minima and two strict inequalities. The proof applies the general minimum to each profile, substitutes the values of $k$, and simplifies the fractions. The equations `d1` and `d2` give the free-energy differences $a^2/(12b)$ and $5a^2/(36b)$, whose positivity gives the order.

```lean
/-- For `a, b > 0` the minimal free energies are `-a²/(2b)` for BW, `-5a²/(12b)` for ABM and
`-5a²/(18b)` for the polar state, in strictly increasing order. -/
theorem bw_below_abm_below_polar {a b : ℝ} (ha : 0 < a) (hb : 0 < b) :
    IsLeast (freeEnergy a b bw '' Ici 0) (-(a ^ 2 / (2 * b))) ∧
    IsLeast (freeEnergy a b abm '' Ici 0) (-(5 * a ^ 2 / (12 * b))) ∧
    IsLeast (freeEnergy a b polar '' Ici 0) (-(5 * a ^ 2 / (18 * b))) ∧
    -(a ^ 2 / (2 * b)) < -(5 * a ^ 2 / (12 * b)) ∧
    -(5 * a ^ 2 / (12 * b)) < -(5 * a ^ 2 / (18 * b)) := by
  obtain ⟨k1, k2, k3⟩ := anisotropy_values
  have h1 := isLeast_freeEnergy (w := bw) ha.le hb (by rw [k1]; norm_num)
  have h2 := isLeast_freeEnergy (w := abm) ha.le hb (by rw [k2]; norm_num)
  have h3 := isLeast_freeEnergy (w := polar) ha.le hb (by rw [k3]; norm_num)
  rw [k1] at h1
  rw [k2] at h2
  rw [k3] at h3
  -- all three minima are multiples of a² / b
  have e1 : a ^ 2 / (2 * b * 1) = a ^ 2 / (2 * b) := by ring
  have e2 : a ^ 2 / (2 * b * (6 / 5)) = 5 * a ^ 2 / (12 * b) := by ring
  have e3 : a ^ 2 / (2 * b * (9 / 5)) = 5 * a ^ 2 / (18 * b) := by ring
  rw [e1] at h1
  rw [e2] at h2
  rw [e3] at h3
  have hp : 0 < a ^ 2 / b := by positivity
  have d1 : a ^ 2 / (2 * b) - 5 * a ^ 2 / (12 * b) = a ^ 2 / b / 12 := by ring
  have d2 : 5 * a ^ 2 / (12 * b) - 5 * a ^ 2 / (18 * b) = a ^ 2 / b * (5 / 36) := by ring
  exact ⟨h1, h2, h3, by linarith, by linarith⟩
```

## BW against every other continuous profile

The last theorem compares the BW minimum with $F(x)$ for an arbitrary continuous profile of mean one that is not identically one on $[-1,1]$. It holds for every real $x$, including negative values that have no meaning as a squared amplitude. Nor does it require $w\ge0$. All profiles are compared at the same $a$ and $b$, which is appropriate for states within the p-wave channel. A gap from another channel, such as f-wave, generally has its own transition temperature and hence its own $a$, so the theorem does not rank it against BW.

The proof follows the final chain of inequalities in the derivation. The variance result gives $k>1$, so the denominator $2bk$ exceeds $2b$; since $a^2>0$, the quotient $a^2/(2bk)$ is strictly smaller than $a^2/(2b)$. Rewriting $F$ as a completed square then leaves only a non-negative term to add.

```lean
/-- For `a, b > 0`, every continuous normalised profile that is not isotropic has, at every `x`, a
free energy strictly above the BW minimum `-a²/(2b)`. -/
theorem bw_minimum_lt_freeEnergy {a b : ℝ} {w : ℝ → ℝ} (ha : 0 < a) (hb : 0 < b)
    (hw : Continuous w) (hn : angAvg w = 1) (hne : ∃ c ∈ Icc (-1 : ℝ) 1, w c ≠ 1) (x : ℝ) :
    -(a ^ 2 / (2 * b)) < freeEnergy a b w x := by
  have hk := one_lt_anisotropy hw hn hne
  have hk0 : 0 < anisotropy w := by linarith
  have hlt : a ^ 2 / (2 * b * anisotropy w) < a ^ 2 / (2 * b) :=
    div_lt_div_of_pos_left (by positivity) (by positivity)
      (by nlinarith [mul_pos hb (sub_pos.mpr hk)])
  have hsq : 0 ≤ b * anisotropy w / 2 * (x - a / (b * anisotropy w)) ^ 2 := by positivity
  rw [freeEnergy_eq_square hb.ne' hk0.ne']
  linarith

end

end TripletPairingStates
```

```lean
#print axioms TripletPairingStates.profiles_normalized
#print axioms TripletPairingStates.bw_below_abm_below_polar
#print axioms TripletPairingStates.bw_minimum_lt_freeEnergy
```

```
'TripletPairingStates.profiles_normalized' depends on axioms: [propext, Classical.choice, Quot.sound]
'TripletPairingStates.bw_below_abm_below_polar' depends on axioms: [propext, Classical.choice, Quot.sound]
'TripletPairingStates.bw_minimum_lt_freeEnergy' depends on axioms: [propext, Classical.choice, Quot.sound]
```
